# For a Linear Force and Nonzero Step, Velocity Verlet Is Symplectic Exactly When the Force Matrix Is Symmetric

When forces come from a fitted model that predicts them directly, without an energy, one can compare the derivatives $\partial F_i/\partial q_j$ and $\partial F_j/\partial q_i$ before starting a long velocity Verlet run. For a linear force this comparison decides whether the step is symplectic, the property behind the usual argument for good long-time energy behaviour. Running forward, flipping the momenta and running back does not decide it: every linear force passes that check.

## Reversibility, volume and the symplectic form

Take $n$ degrees of freedom with unit masses, positions $q$, momenta $p$, and the force $F(q)=Aq$ with $A$ a real $n\times n$ matrix. If $A$ is symmetric, the force comes from the potential $V(q)=-\tfrac12 q^{T}Aq$, so $A$ is minus the Hessian of $V$. If $A$ is not symmetric, no potential exists.

A velocity Verlet step of size $h$ is a half kick $K$, a drift $D$ and another half kick. In blocks for positions and momenta,

$$K=\begin{pmatrix}1&0\\ \tfrac h2A&1\end{pmatrix},\qquad D=\begin{pmatrix}1&h\\0&1\end{pmatrix},\qquad M=KDK.$$

Multiplying out gives

$$M=\begin{pmatrix}a&h\\c&a\end{pmatrix},\qquad a=1+\tfrac{h^2}{2}A,\qquad c=hA+\tfrac{h^3}{4}A^2 .$$

Let $R=\mathrm{diag}(1,-1)$ flip the momenta. The step is reversible if $MRM=R$. Direct multiplication gives

$$KRK=\begin{pmatrix}1&0\\ \tfrac h2A-\tfrac h2A&-1\end{pmatrix}=R,\qquad DRD=\begin{pmatrix}1&h-h\\0&-1\end{pmatrix}=R,$$

and therefore

$$MRM=KD(KRK)DK=K(DRD)K=KRK=R .$$

The matrices $K$ and $D$ are triangular with unit diagonal, so $\det M=1$. Neither argument uses a symmetry of $A$.

The step is symplectic if $M^{T}JM=J$, where $J=\begin{pmatrix}0&1\\-1&0\end{pmatrix}$. Since

$$JM=\begin{pmatrix}c&a\\-a&-h\end{pmatrix},$$

the momentum-momentum block of $M^{T}JM$ is

$$h\,a-a^{T}h=\tfrac{h^3}{2}\,(A-A^{T}).$$

The same block of $J$ is zero. For $h\neq0$, a symplectic step therefore forces $A=A^{T}$.

Conversely,

$$K^{T}JK=\begin{pmatrix}\tfrac h2(A-A^{T})&1\\-1&0\end{pmatrix},\qquad D^{T}JD=\begin{pmatrix}0&1\\-1&h-h\end{pmatrix}=J .$$

For symmetric $A$ both factors are symplectic. So is a product of symplectic matrices $X$ and $Y$, because $(XY)^{T}J(XY)=Y^{T}(X^{T}JX)Y=Y^{T}JY=J$. Hence $M=KDK$ is symplectic.

## The step and its matrix in Lean

The degrees of freedom are labelled by a finite type `n`, and phase space by `n ⊕ n`, with positions first. All entries are real numbers, so rounding plays no part.

```lean
import Mathlib

open Matrix

namespace ReversibleVersusSymplectic

noncomputable section

variable {n : Type*} [Fintype n] [DecidableEq n]
```

The update rule is written for an arbitrary force that depends only on the positions.

```lean
/-- One velocity Verlet step of size `h` for unit masses and force `F`: half a kick, a drift,
and half a kick with the force at the new position. -/
def verletStep (F : (n → ℝ) → (n → ℝ)) (h : ℝ) (q p : n → ℝ) : (n → ℝ) × (n → ℝ) :=
  let pHalf := p + (h / 2) • F q
  let qNew := q + h • pHalf
  (qNew, pHalf + (h / 2) • F qNew)
```

For the linear force, the two kinds of substep become block matrices. Note that `kick A h` is the half kick $K$: the factor $\tfrac12$ is inside the definition.

```lean
/-- The half kick `p ↦ p + (h/2) A q` as a matrix on phase space. -/
def kick (A : Matrix n n ℝ) (h : ℝ) : Matrix (n ⊕ n) (n ⊕ n) ℝ :=
  fromBlocks 1 0 ((h / 2) • A) 1

/-- The drift `q ↦ q + h p` as a matrix on phase space. -/
def drift (h : ℝ) : Matrix (n ⊕ n) (n ⊕ n) ℝ :=
  fromBlocks 1 (h • (1 : Matrix n n ℝ)) 0 1

/-- The velocity Verlet matrix for the linear force `F(q) = A q`: kick, drift, kick. -/
def verletMatrix (A : Matrix n n ℝ) (h : ℝ) : Matrix (n ⊕ n) (n ⊕ n) ℝ :=
  kick A h * drift h * kick A h
```

The matrices $R$ and $J$ are called `reversal` and `symplecticForm`. The opposite sign convention for $J$ would give the same condition on $M$.

```lean
/-- Time reversal on phase space: positions stay, momenta change sign. -/
def reversal : Matrix (n ⊕ n) (n ⊕ n) ℝ :=
  fromBlocks 1 0 0 (-1)

/-- The matrix `J` of the canonical symplectic form on positions and momenta. -/
def symplecticForm : Matrix (n ⊕ n) (n ⊕ n) ℝ :=
  fromBlocks 0 1 (-1) 0
```

The two properties to be compared are equations between matrices.

```lean
/-- A linear step is reversible if stepping, flipping the momenta and stepping again
gives the initial state with flipped momenta. -/
def IsReversible (M : Matrix (n ⊕ n) (n ⊕ n) ℝ) : Prop :=
  M * reversal * M = reversal

/-- A linear step is symplectic if it preserves the canonical form, `Mᵀ J M = J`. -/
def IsSymplectic (M : Matrix (n ⊕ n) (n ⊕ n) ℝ) : Prop :=
  Mᵀ * symplecticForm * M = symplecticForm
```

The next theorem ties the matrix to the algorithm. Here `Sum.elim q p` is the column vector with $q$ above $p$, and applying `verletMatrix A h` to it returns the new positions and momenta of `verletStep`. The proof lets the three factors act one after another.

```lean
/-- The velocity Verlet matrix carries out the velocity Verlet step for the force `F(q) = A q`. -/
theorem verletMatrix_mulVec (A : Matrix n n ℝ) (h : ℝ) (q p : n → ℝ) :
    verletMatrix A h *ᵥ Sum.elim q p =
      Sum.elim (verletStep (fun x => A *ᵥ x) h q p).1
        (verletStep (fun x => A *ᵥ x) h q p).2 := by
  simp only [verletMatrix, kick, drift, verletStep, ← Matrix.mulVec_mulVec,
    fromBlocks_mulVec, Sum.elim_comp_inl, Sum.elim_comp_inr, one_mulVec, zero_mulVec,
    smul_mulVec, add_zero, zero_add]
  -- the two sides differ only in the order of the summands
  simp only [add_comm]
```

The blocks $a$, $h$, $c$, $a$ found above follow from two block multiplications. The tactic `module` then collects the scalar coefficients in each block.

```lean
/-- The four position and momentum blocks of the velocity Verlet matrix. -/
theorem verletMatrix_eq (A : Matrix n n ℝ) (h : ℝ) :
    verletMatrix A h =
      fromBlocks (1 + (h ^ 2 / 2) • A) (h • (1 : Matrix n n ℝ))
        (h • A + (h ^ 3 / 4) • (A * A)) (1 + (h ^ 2 / 2) • A) := by
  rw [verletMatrix, kick, drift, fromBlocks_multiply, fromBlocks_multiply]
  refine Matrix.fromBlocks_inj.mpr ⟨?_, ?_, ?_, ?_⟩ <;>
  simp only [Matrix.mul_one, Matrix.one_mul, Matrix.mul_zero,
    Matrix.add_mul, Matrix.smul_mul, Matrix.mul_smul, add_zero, zero_add] <;>
  module
```

## What holds for every force matrix

Reversibility has no hypothesis on `A` or `h`. The facts `hk` and `hd` are $KRK=R$ and $DRD=R$, and the `calc` chain regroups the product so that they apply from the inside outwards.

```lean
/-- For every linear force, conservative or not, the velocity Verlet step is reversible. -/
theorem verlet_reversible (A : Matrix n n ℝ) (h : ℝ) : IsReversible (verletMatrix A h) := by
  have hk : kick A h * reversal * kick A h = reversal := by
    simp [kick, reversal, fromBlocks_multiply]
  have hd : drift h * reversal * drift h = (reversal : Matrix (n ⊕ n) (n ⊕ n) ℝ) := by
    simp [drift, reversal, fromBlocks_multiply]
  -- the palindromic product collapses from the inside out
  calc verletMatrix A h * reversal * verletMatrix A h
      = kick A h * (drift h * (kick A h * reversal * kick A h) * drift h) * kick A h := by
        simp only [verletMatrix, Matrix.mul_assoc]
    _ = reversal := by rw [hk, hd, hk]
```

The determinant is the product of the determinants of the three triangular factors. Since it equals one, the linear step preserves phase-space volume.

```lean
/-- For every linear force the velocity Verlet matrix has determinant one. -/
theorem verlet_det (A : Matrix n n ℝ) (h : ℝ) : (verletMatrix A h).det = 1 := by
  simp [verletMatrix, kick, drift, det_mul]
```

## Where symmetry enters

The obstruction is the lower right block of $M^{T}JM$, which Lean extracts with `toBlocks₂₂`. The proof inserts the explicit blocks of $M$ and simplifies.

```lean
/-- The momentum-momentum block of `Mᵀ J M` is `h³/2` times the difference of the
force matrix and its transpose. -/
theorem verlet_momentum_block (A : Matrix n n ℝ) (h : ℝ) :
    ((verletMatrix A h)ᵀ * symplecticForm * verletMatrix A h).toBlocks₂₂ =
      (h ^ 3 / 2) • (A - Aᵀ) := by
  rw [verletMatrix_eq, symplecticForm, fromBlocks_transpose, fromBlocks_multiply,
    fromBlocks_multiply, toBlocks_fromBlocks₂₂]
  simp only [transpose_add, transpose_smul, transpose_one, Matrix.mul_zero, Matrix.mul_one,
    Matrix.mul_neg, Matrix.one_mul, Matrix.smul_mul, Matrix.mul_smul, add_zero, zero_add]
  module
```

The proof of the converse uses the closure of symplectic matrices under multiplication.

```lean
/-- Two symplectic linear steps in succession form a symplectic step. -/
theorem IsSymplectic.comp {M N : Matrix (n ⊕ n) (n ⊕ n) ℝ}
    (hM : IsSymplectic M) (hN : IsSymplectic N) : IsSymplectic (M * N) := by
  unfold IsSymplectic at *
  calc (M * N)ᵀ * symplecticForm * (M * N)
      = Nᵀ * (Mᵀ * symplecticForm * M) * N := by
        simp only [transpose_mul, Matrix.mul_assoc]
    _ = symplecticForm := by rw [hM, hN]
```

The main theorem says that, for $h\neq0$, the matrix equation $M^{T}JM=J$ is equivalent to `A.IsSymm`, that is $A^{T}=A$. At $h=0$ the step is the identity, which is symplectic for any $A$, hence the hypothesis `hh`.

In the forward direction, the assumption replaces $M^{T}JM$ by $J$ in the block formula, leaving $0=\tfrac{h^3}{2}(A-A^{T})$; the nonzero factor is then removed. In the backward direction, symmetry enters only through `hk`, the statement that the half kick is symplectic.

Among linear forces, the equivalence thus separates the conservative from the non-conservative ones. Passing to a general molecular force, whose derivative matrix changes with position, is a further step that the theorem does not take.

```lean
/-- For the force `F(q) = A q` and a nonzero step `h`, velocity Verlet is symplectic
if and only if the matrix `A` is symmetric. -/
theorem verlet_symplectic_iff (A : Matrix n n ℝ) {h : ℝ} (hh : h ≠ 0) :
    IsSymplectic (verletMatrix A h) ↔ A.IsSymm := by
  constructor
  · intro hM
    -- compare the momentum-momentum blocks of the two sides
    have h22 := verlet_momentum_block A h
    unfold IsSymplectic at hM
    rw [hM, symplecticForm, toBlocks_fromBlocks₂₂] at h22
    have hc : h ^ 3 / 2 ≠ 0 := div_ne_zero (pow_ne_zero 3 hh) two_ne_zero
    have hA : A - Aᵀ = 0 := (smul_eq_zero.mp h22.symm).resolve_left hc
    exact (sub_eq_zero.mp hA).symm
  · intro hA
    -- kick and drift are separately symplectic
    have hk : IsSymplectic (kick A h) := by
      simp [IsSymplectic, kick, symplecticForm, fromBlocks_transpose, fromBlocks_multiply,
        hA.eq]
    have hd : IsSymplectic (drift h : Matrix (n ⊕ n) (n ⊕ n) ℝ) := by
      simp [IsSymplectic, drift, symplecticForm, fromBlocks_transpose, fromBlocks_multiply]
    exact (hk.comp hd).comp hk
```

## A swirling force in the plane

With one degree of freedom every $A$ is symmetric, so a counterexample needs at least two. Away from the origin, the force $F(x,y)=(y,-x)$ points clockwise around it, and its work along a circle about the origin is nonzero.

```lean
/-- The planar swirling force `F(x, y) = (y, -x)`, written as a matrix. -/
def swirl : Matrix (Fin 2) (Fin 2) ℝ := !![0, 1; -1, 0]
```

For this force, reversibility and unit determinant are instances of the general theorems. Symplecticity would make the matrix symmetric, and its off-diagonal entries would give $-1=1$. A reversible step that preserves phase-space volume can therefore fail to be symplectic, here for every nonzero $h$.

```lean
/-- For the swirling force and any nonzero step, velocity Verlet is reversible and has
determinant one, yet it is not symplectic. -/
theorem swirl_reversible_not_symplectic {h : ℝ} (hh : h ≠ 0) :
    IsReversible (verletMatrix swirl h) ∧ (verletMatrix swirl h).det = 1 ∧
      ¬ IsSymplectic (verletMatrix swirl h) := by
  refine ⟨verlet_reversible swirl h, verlet_det swirl h, ?_⟩
  rw [verlet_symplectic_iff swirl hh]
  intro hs
  -- symmetry would equate the off-diagonal entries -1 and 1
  have h01 := hs.apply 0 1
  norm_num [swirl] at h01

end

end ReversibleVersusSymplectic
```

```lean
#print axioms ReversibleVersusSymplectic.verletMatrix_mulVec
-- 'ReversibleVersusSymplectic.verletMatrix_mulVec' depends on axioms: [propext, Classical.choice, Quot.sound]
#print axioms ReversibleVersusSymplectic.verlet_symplectic_iff
-- 'ReversibleVersusSymplectic.verlet_symplectic_iff' depends on axioms: [propext, Classical.choice, Quot.sound]
#print axioms ReversibleVersusSymplectic.swirl_reversible_not_symplectic
-- 'ReversibleVersusSymplectic.swirl_reversible_not_symplectic' depends on axioms: [propext, Classical.choice, Quot.sound]
```
